# For positive total weight and nonzero field, the diamagnetic sum is minimal exactly on the field line through the centroid

A magnetisability calculation with one common gauge origin has to place that origin somewhere, and the centroid of the electronic charge is a natural choice. For a density represented by finitely many fixed point weights, this choice makes the diamagnetic energy as small as possible, and sliding the origin along the field changes nothing.

For an electron of charge −e and mass mₑ in a uniform magnetic field B, with gauge origin O and vector potential A = ½ B × (r − O), the term e²A²/2mₑ in the Hamiltonian becomes (e²/8mₑ) |B × (r − O)|². Dropping the prefactor and summing over positions r_k with weights w_k gives

f(O) = Σ_k w_k |B × (r_k − O)|².

The weights do not respond to O, and the paramagnetic term, which also depends on O, is absent. The labels k come from a finite type `ι`.

In Lean 4 with Mathlib:

```lean
import Mathlib

open Matrix

namespace DiamagneticGaugeOrigin

noncomputable section

variable {ι : Type*} [Fintype ι]
```

Vectors are functions `Fin 3 → ℝ`, with components numbered 0, 1, 2. Mathlib's built-in norm on this type is the maximum norm, so the squared Euclidean length is defined as v · v.

```lean
/-- The squared Euclidean length of a vector in three-dimensional space. -/
def sqLen (v : Fin 3 → ℝ) : ℝ := v ⬝ᵥ v
```

The sum f(O) is then `diamagnetic w r B O`.

```lean
/-- The diamagnetic sum `∑ w_k |B × (r_k - O)|²` for weights `w`, positions `r`,
magnetic field `B` and gauge origin `O`. -/
def diamagnetic (w : ι → ℝ) (r : ι → Fin 3 → ℝ) (B O : Fin 3 → ℝ) : ℝ :=
  ∑ k, w k * sqLen (B ⨯₃ (r k - O))
```

Write W = Σ_k w_k for the total weight, which is the number of electrons when the weights represent an electron density. The centroid is

c = W⁻¹ Σ_k w_k r_k,

and it is used only where W ≠ 0.

```lean
/-- The weighted centroid of the positions, for weights whose total is nonzero. -/
def centroid (w : ι → ℝ) (r : ι → Fin 3 → ℝ) : Fin 3 → ℝ :=
  (∑ k, w k)⁻¹ • ∑ k, w k • r k
```

## Moving the gauge origin

Two facts about lengths are needed. The first is |v|² ≥ 0, as a sum of squares.

```lean
lemma sqLen_nonneg (v : Fin 3 → ℝ) : 0 ≤ sqLen v := by
  simp only [sqLen, dotProduct]
  exact Finset.sum_nonneg fun i _ => mul_self_nonneg (v i)
```

The second is the expanded square, |a − b|² = |a|² − 2 a · b + |b|².

```lean
lemma sqLen_sub (a b : Fin 3 → ℝ) :
    sqLen (a - b) = sqLen a - 2 * (a ⬝ᵥ b) + sqLen b := by
  simp only [sqLen, dotProduct, Fin.sum_univ_three, Pi.sub_apply]
  ring
```

To compare origins O and P, write r_k − O = (r_k − P) − (O − P). With a_k = B × (r_k − P) and b = B × (O − P), each term is w_k |a_k − b|². Expanding and summing gives

f(O) = f(P) − 2 (B × Σ_k w_k (r_k − P)) · b + W |b|².

The proof turns on the type of Mathlib's cross product: `crossProduct B` is a linear map, not just a function of two vectors. The general lemmas `map_sum`, `map_smul` and `map_sub` therefore carry B × through sums, weights and differences without any components of the cross product being written out. In the code, `hd` pulls the sum out of the cross term, and `sqLen_sub` then expands each square.

```lean
/-- Moving the gauge origin from `P` to `O` changes the diamagnetic sum by a term linear in the
first moment about `P` and a quadratic term proportional to the total weight. -/
theorem diamagnetic_shift (w : ι → ℝ) (r : ι → Fin 3 → ℝ) (B O P : Fin 3 → ℝ) :
    diamagnetic w r B O = diamagnetic w r B P
      - 2 * ((B ⨯₃ (∑ k, w k • (r k - P))) ⬝ᵥ (B ⨯₃ (O - P)))
      + (∑ k, w k) * sqLen (B ⨯₃ (O - P)) := by
  -- the cross term is a weighted sum over the positions
  have hd : (B ⨯₃ (∑ k, w k • (r k - P))) ⬝ᵥ (B ⨯₃ (O - P))
      = ∑ k, w k * ((B ⨯₃ (r k - P)) ⬝ᵥ (B ⨯₃ (O - P))) := by
    simp only [map_sum, map_smul]
    simp only [dotProduct, Finset.sum_apply, Pi.smul_apply, smul_eq_mul,
      Finset.sum_mul, Finset.mul_sum]
    rw [Finset.sum_comm]
    simp only [mul_assoc]
  rw [hd, diamagnetic, diamagnetic, Finset.mul_sum, Finset.sum_mul,
    ← Finset.sum_sub_distrib, ← Finset.sum_add_distrib]
  refine Finset.sum_congr rfl fun k _ => ?_
  -- expand the square for each position
  have hk : r k - O = (r k - P) - (O - P) := by abel
  rw [hk, map_sub, sqLen_sub]
  ring
```

About the centroid the first moment vanishes:

Σ_k w_k (r_k − c) = Σ_k w_k r_k − W c = 0.

```lean
/-- The first moment about the centroid vanishes when the total weight is nonzero. -/
theorem moment_centroid (w : ι → ℝ) (r : ι → Fin 3 → ℝ) (hW : ∑ k, w k ≠ 0) :
    ∑ k, w k • (r k - centroid w r) = 0 := by
  simp only [smul_sub, Finset.sum_sub_distrib, ← Finset.sum_smul]
  rw [centroid, smul_smul, mul_inv_cancel₀ hW, one_smul, sub_self]
```

Setting P = c removes the linear term and leaves the parallel-axis identity, for any W ≠ 0:

f(O) = f(c) + W |B × (O − c)|².

```lean
/-- Parallel-axis identity: for nonzero total weight `W`, the diamagnetic sum at gauge origin `O`
is its value at the centroid `c` plus `W |B × (O - c)|²`. -/
theorem diamagnetic_parallel_axis (w : ι → ℝ) (r : ι → Fin 3 → ℝ) (B O : Fin 3 → ℝ)
    (hW : ∑ k, w k ≠ 0) :
    diamagnetic w r B O = diamagnetic w r B (centroid w r)
      + (∑ k, w k) * sqLen (B ⨯₃ (O - centroid w r)) := by
  rw [diamagnetic_shift w r B O (centroid w r), moment_centroid w r hW, map_zero,
    zero_dotProduct]
  ring
```

## The line of minimisers

The quadratic term vanishes where B × (O − c) = 0. If B × v = 0, then

0 = B × (B × v) = (B · v) B − (B · B) v,

so for B ≠ 0 we have v = tB with t = (B · v)/(B · B). Conversely, B × tB = 0. The code obtains the vector identity one component at a time, as `k0`, `k1` and `k2`, each a `linear_combination` of the components of B × v = 0.

```lean
/-- For a nonzero field `B`, the product `B × v` vanishes exactly when `v` is a real
multiple of `B`. -/
theorem cross_eq_zero_iff_parallel {B : Fin 3 → ℝ} (hB : B ≠ 0) (v : Fin 3 → ℝ) :
    B ⨯₃ v = 0 ↔ ∃ t : ℝ, v = t • B := by
  constructor
  · intro h
    have hBB : B ⬝ᵥ B ≠ 0 := fun h0 => hB (dotProduct_self_eq_zero.mp h0)
    have h0 : B 1 * v 2 - B 2 * v 1 = 0 := by
      simpa [cross_apply] using congrFun h 0
    have h1 : B 2 * v 0 - B 0 * v 2 = 0 := by
      simpa [cross_apply] using congrFun h 1
    have h2 : B 0 * v 1 - B 1 * v 0 = 0 := by
      simpa [cross_apply] using congrFun h 2
    -- the components of B × (B × v) = 0
    have k0 : (B ⬝ᵥ B) * v 0 = (B ⬝ᵥ v) * B 0 := by
      simp only [dotProduct, Fin.sum_univ_three]
      linear_combination B 2 * h1 - B 1 * h2
    have k1 : (B ⬝ᵥ B) * v 1 = (B ⬝ᵥ v) * B 1 := by
      simp only [dotProduct, Fin.sum_univ_three]
      linear_combination B 0 * h2 - B 2 * h0
    have k2 : (B ⬝ᵥ B) * v 2 = (B ⬝ᵥ v) * B 2 := by
      simp only [dotProduct, Fin.sum_univ_three]
      linear_combination B 1 * h0 - B 0 * h1
    have key : ∀ i, (B ⬝ᵥ B) * v i = (B ⬝ᵥ v) * B i := by
      intro i
      fin_cases i
      exacts [k0, k1, k2]
    refine ⟨(B ⬝ᵥ v) / (B ⬝ᵥ B), funext fun i => ?_⟩
    rw [Pi.smul_apply, smul_eq_mul, div_mul_eq_mul_div, eq_div_iff hBB]
    linear_combination key i
  · rintro ⟨t, rfl⟩
    rw [map_smul, cross_self, smul_zero]
```

Now let W > 0 and B ≠ 0, so that the field has a direction. If O is a minimiser, then f(O) ≤ f(c) forces W |B × (O − c)|² ≤ 0, hence B × (O − c) = 0 and O = c + tB. Conversely, on that line f(O) = f(c) ≤ f(P) for every P. Individual weights may be negative; only their total must be positive.

```lean
/-- For positive total weight and nonzero field, a gauge origin minimises the diamagnetic sum
exactly when it lies on the line through the centroid along the field. -/
theorem diamagnetic_minimal_iff (w : ι → ℝ) (r : ι → Fin 3 → ℝ) {B : Fin 3 → ℝ}
    (hW : 0 < ∑ k, w k) (hB : B ≠ 0) (O : Fin 3 → ℝ) :
    (∀ P, diamagnetic w r B O ≤ diamagnetic w r B P) ↔
      ∃ t : ℝ, O = centroid w r + t • B := by
  have hline : (∃ t : ℝ, O = centroid w r + t • B) ↔ B ⨯₃ (O - centroid w r) = 0 := by
    rw [cross_eq_zero_iff_parallel hB]
    simp only [sub_eq_iff_eq_add']
  have hO := diamagnetic_parallel_axis w r B O hW.ne'
  rw [hline]
  constructor
  · intro h
    -- comparison with the centroid forces the quadratic term to vanish
    have hc := h (centroid w r)
    have hs : sqLen (B ⨯₃ (O - centroid w r)) ≤ 0 := by
      by_contra hn
      have := mul_pos hW (not_le.mp hn)
      linarith
    exact dotProduct_self_eq_zero.mp (le_antisymm hs (sqLen_nonneg _))
  · intro h P
    have hP := diamagnetic_parallel_axis w r B P hW.ne'
    have hz : sqLen (0 : Fin 3 → ℝ) = 0 := by simp [sqLen]
    rw [h, hz, mul_zero, add_zero] at hO
    have := mul_nonneg hW.le (sqLen_nonneg (B ⨯₃ (P - centroid w r)))
    linarith
```

## The minimum from pair separations

Weighting f(r_l) by w_l and applying the parallel-axis identity gives

Σ_k Σ_l w_k w_l |B × (r_k − r_l)|² = Σ_l w_l f(r_l) = W f(c) + W Σ_l w_l |B × (r_l − c)|² = 2W f(c).

The last sum over l is f(c) by definition, which is why `h3` is proved by `rfl`. Hence W f(c) is half the pair sum, with no origin in it.

```lean
/-- For nonzero total weight, the diamagnetic sum at the centroid, times the total weight, is
half the weighted sum of `|B × (r_k - r_l)|²` over all ordered pairs of positions. -/
theorem diamagnetic_centroid_pairs (w : ι → ℝ) (r : ι → Fin 3 → ℝ) (B : Fin 3 → ℝ)
    (hW : ∑ k, w k ≠ 0) :
    (∑ k, w k) * diamagnetic w r B (centroid w r)
      = 1 / 2 * ∑ k, ∑ l, w k * w l * sqLen (B ⨯₃ (r k - r l)) := by
  -- the pair sum is the weighted sum of the diamagnetic sums at the origins r_l
  have h1 : ∑ k, ∑ l, w k * w l * sqLen (B ⨯₃ (r k - r l))
      = ∑ l, w l * diamagnetic w r B (r l) := by
    rw [Finset.sum_comm]
    refine Finset.sum_congr rfl fun l _ => ?_
    rw [diamagnetic, Finset.mul_sum]
    refine Finset.sum_congr rfl fun k _ => ?_
    ring
  have h2 : ∑ l, w l * diamagnetic w r B (r l)
      = ∑ l, (w l * diamagnetic w r B (centroid w r)
        + (∑ k, w k) * (w l * sqLen (B ⨯₃ (r l - centroid w r)))) := by
    refine Finset.sum_congr rfl fun l _ => ?_
    rw [diamagnetic_parallel_axis w r B (r l) hW]
    ring
  have h3 : ∑ l, w l * sqLen (B ⨯₃ (r l - centroid w r))
      = diamagnetic w r B (centroid w r) := rfl
  rw [h1, h2, Finset.sum_add_distrib, ← Finset.sum_mul, ← Finset.mul_sum, h3]
  ring
```

## Zero total weight

An electron density has no negative weights, but the difference of two densities with the same number of electrons has total weight zero. As a simple model of such a difference, take weights +1 at (1, 0, 0) and −1 at (0, 0, 0), with B = (0, 0, 1). For O = (x, y, z),

f(O) = (1 − x)² + y² − x² − y² = 1 − 2x,

which has no minimum. In general, let W = 0 and m = Σ_k w_k r_k with B × m ≠ 0. The shift formula with P = 0 and O = tm reads

f(tm) = f(0) − 2t |B × m|².

Choosing t |B × m|² = (f(0) − M + 1)/2 gives f(tm) = M − 1, below any prescribed M.

```lean
/-- If the total weight is zero and `B × ∑ w_k r_k` is nonzero, the diamagnetic sum takes values
below every bound as the gauge origin varies. -/
theorem diamagnetic_unbounded_of_neutral (w : ι → ℝ) (r : ι → Fin 3 → ℝ) (B : Fin 3 → ℝ)
    (hW : ∑ k, w k = 0) (hD : B ⨯₃ (∑ k, w k • r k) ≠ 0) (M : ℝ) :
    ∃ O, diamagnetic w r B O < M := by
  have hs : (B ⨯₃ (∑ k, w k • r k)) ⬝ᵥ (B ⨯₃ (∑ k, w k • r k)) ≠ 0 :=
    fun h => hD (dotProduct_self_eq_zero.mp h)
  -- move the origin far enough along the first moment
  obtain ⟨t, ht⟩ : ∃ t : ℝ, t * ((B ⨯₃ (∑ k, w k • r k)) ⬝ᵥ (B ⨯₃ (∑ k, w k • r k)))
      = (diamagnetic w r B 0 - M + 1) / 2 := ⟨_, div_mul_cancel₀ _ hs⟩
  refine ⟨t • ∑ k, w k • r k, ?_⟩
  have e := diamagnetic_shift w r B (t • ∑ k, w k • r k) 0
  rw [hW, zero_mul, add_zero] at e
  simp only [sub_zero] at e
  rw [map_smul (crossProduct B) t, dotProduct_smul, smul_eq_mul, ht] at e
  linarith

end

end DiamagneticGaugeOrigin
```

```lean
#print axioms DiamagneticGaugeOrigin.diamagnetic_minimal_iff
#print axioms DiamagneticGaugeOrigin.diamagnetic_centroid_pairs
#print axioms DiamagneticGaugeOrigin.diamagnetic_unbounded_of_neutral
```

```
'DiamagneticGaugeOrigin.diamagnetic_minimal_iff' depends on axioms: [propext, Classical.choice, Quot.sound]
'DiamagneticGaugeOrigin.diamagnetic_centroid_pairs' depends on axioms: [propext, Classical.choice, Quot.sound]
'DiamagneticGaugeOrigin.diamagnetic_unbounded_of_neutral' depends on axioms: [propext, Classical.choice, Quot.sound]
```
